# In-phase superposition of two separated one-dimensional exponential orbitals of equal decay length lowers the kinetic energy below the one-centre value

**Q:** Your orbital $\psi(x)=a\,e^{-|x|}+b\,e^{-|x-R|}$, with real coefficients $a,b$ and nuclei at $0$ and $R>0$, can have a cusp at each nucleus. Which expression did you choose for the kinetic energy: $-\int\psi\psi''$ or $\int\psi'^2$?

**A:** The squared slope. Away from the nuclei $\psi''=\psi$, so integrating $-\psi\psi''$ there and ignoring the cusps would give a negative kinetic energy. The integral of $\psi'^2$ needs no delta functions, and the nuclei, the only points where the slope can be undefined, form a set of measure zero.

Lengths are measured in units of the atomic decay length $1/\kappa$. For a particle of mass $m$, the kinetic energy is $\hbar^2\kappa^2/2m$ times the ratio $\int\psi'^2/\int\psi^2$. The file works with real functions on the whole line.

In Lean 4 with Mathlib:

```lean
import Mathlib

open MeasureTheory Set
open Real (exp)

namespace InterferenceKineticEnergy

noncomputable section
```

**Q:** And the orbitals themselves?

**A:** `orbital c` is the atomic function centred at `c`. It is already normalised, since $\int e^{-2|x-c|}dx=1$.

```lean
/-- The one-dimensional atomic orbital `exp (-|x - c|)` centred on a nucleus at `c`. -/
def orbital (c x : ℝ) : ℝ := exp (-|x - c|)
```

`molecular a b R` is $\psi$, which is generally not normalised.

```lean
/-- The molecular orbital with coefficients `a` and `b` on nuclei at `0` and `R`. -/
def molecular (a b R x : ℝ) : ℝ := a * orbital 0 x + b * orbital R x
```

**Q:** Then the squared slope alone means little.

**A:** Hence the division by the norm integral. The quotient is the squared-slope integral of the normalised function $\psi/\sqrt{\int\psi^2}$. In the definition, `deriv` is the actual derivative of $\psi$, not a formula supplied by hand.

```lean
/-- The integral of the squared slope of the molecular orbital divided by the integral of its
square. -/
def kineticRatio (a b R : ℝ) : ℝ :=
  (∫ x, (deriv (molecular a b R) x) ^ 2) / ∫ x, (molecular a b R x) ^ 2
```

**Q:** Show me the calculation before the proof.

**A:** The line splits into three regions:

- For $x<0$, $\psi=(a+be^{-R})e^{x}$ and $\psi'=\psi$.
- For $0<x<R$, $\psi=ae^{-x}+be^{-R}e^{x}$ and $\psi'=-ae^{-x}+be^{-R}e^{x}$.
- For $x>R$, $\psi=(a+be^{R})e^{-x}$ and $\psi'=-\psi$.

The outer regions contribute equally to both integrals:

$$\tfrac12(a+be^{-R})^2+\tfrac12(ae^{-R}+b)^2=\tfrac12(a^2+b^2)(1+e^{-2R})+2ab\,e^{-R}.$$

Between the nuclei, the cross term in the square is constant, and its sign differs between $\psi^2$ and $\psi'^2$:

$$\tfrac12(a^2+b^2)(1-e^{-2R})\pm 2abR\,e^{-R},$$

with plus for $\psi^2$ and minus for $\psi'^2$. Adding the regions gives

$$\int\psi^2=a^2+b^2+2ab(1+R)e^{-R},\qquad \int\psi'^2=a^2+b^2+2ab(1-R)e^{-R}.$$

The norm exceeds the slope integral by $4abRe^{-R}$. For a nonzero orbital the norm is positive, so the ratio is below one exactly when $ab>0$. Setting $a=b=1$ and cancelling a factor of two gives

$$\frac{\int\psi'^2}{\int\psi^2}=\frac{1+(1-R)e^{-R}}{1+(1+R)e^{-R}}<1.$$

**Q:** Try it with numbers.

**A:** Take $R=1$ and $a=b=1$. The outer regions give $(1+e^{-1})^2\approx1.871$ to each integral. The middle gives $1-e^{-2}+2e^{-1}\approx1.600$ to the norm, but only $1-e^{-2}-2e^{-1}\approx0.129$ to the slope integral. The totals are about $3.472$ and $2.000$, and the ratio is $e/(e+2)\approx0.576$. The whole reduction comes from the region between the nuclei, where the two atomic slopes oppose each other.

**Q:** How does the proof get those slopes from absolute values?

**A:** One side at a time. To the left of its nucleus, an atomic orbital agrees with a rising exponential throughout a neighbourhood of the point. `congr_of_eventuallyEq` then transfers the derivative.

```lean
/-- To the left of its nucleus an atomic orbital is a rising exponential, equal to its slope. -/
theorem orbital_left {c x : ℝ} (h : x < c) :
    orbital c x = exp x * exp (-c) ∧ HasDerivAt (orbital c) (exp x * exp (-c)) x := by
  have key : ∀ y, y < c → orbital c y = exp y * exp (-c) := by
    intro y hy
    rw [orbital, abs_of_neg (sub_neg.2 hy), ← Real.exp_add]
    congr 1
    ring
  refine ⟨key x h, ((Real.hasDerivAt_exp x).mul_const _).congr_of_eventuallyEq ?_⟩
  filter_upwards [Iio_mem_nhds h] with y hy using key y hy
```

To the right, the exponential falls and the slope changes sign.

```lean
/-- To the right of its nucleus an atomic orbital is a falling exponential, equal to minus its
slope. -/
theorem orbital_right {c x : ℝ} (h : c < x) :
    orbital c x = exp (-x) * exp c ∧ HasDerivAt (orbital c) (-(exp (-x) * exp c)) x := by
  have key : ∀ y, c < y → orbital c y = exp (-y) * exp c := by
    intro y hy
    rw [orbital, abs_of_pos (sub_pos.2 hy), ← Real.exp_add]
    congr 1
    ring
  have d : HasDerivAt (fun y => exp (-y) * exp c) (-(exp (-x) * exp c)) x :=
    (((hasDerivAt_id' x).fun_neg.exp).mul_const (exp c)).congr_deriv (by ring)
  refine ⟨key x h, d.congr_of_eventuallyEq ?_⟩
  filter_upwards [Ioi_mem_nhds h] with y hy using key y hy
```

**Q:** Do you integrate separately for $\psi$ and $\psi'$?

**A:** No. Both have the same regional form, so one lemma covers any function $g$ equal to $pe^x$ on the left, $qe^{-x}+re^x$ in the middle and $se^{-x}$ on the right. The outer parts use standard exponential integrals. The middle part uses an explicit antiderivative and the fundamental theorem of calculus. Closed and open intervals are exchanged where needed, which is how the nuclear positions drop out. The lemma also proves that $g^2$ is integrable.

```lean
/-- An amplitude built from exponentials to the left of, between and to the right of two nuclei is
square integrable, and the integral of its square is the sum of the three regional parts. -/
theorem integral_sq_regions {R p q r s : ℝ} (hR : 0 < R) {g : ℝ → ℝ}
    (h1 : ∀ x, x < 0 → g x = p * exp x)
    (h2 : ∀ x, 0 < x → x < R → g x = q * exp (-x) + r * exp x)
    (h3 : ∀ x, R < x → g x = s * exp (-x)) :
    Integrable (fun x => g x ^ 2) ∧ ∫ x, g x ^ 2 =
      p ^ 2 / 2 + (q ^ 2 * (1 - exp (-R) ^ 2) / 2 + r ^ 2 * (exp R ^ 2 - 1) / 2
        + 2 * q * r * R) + s ^ 2 * exp (-R) ^ 2 / 2 := by
  have ep : ∀ x : ℝ, exp (2 * x) = exp x ^ 2 := fun x => by
    rw [two_mul, Real.exp_add, sq]
  have em : ∀ x : ℝ, exp (-2 * x) = exp (-x) ^ 2 := fun x => by
    rw [show -2 * x = -x + -x by ring, Real.exp_add, sq]
  have hm : ∀ x : ℝ, exp (-x) * exp x = 1 := fun x => by
    rw [← Real.exp_add, neg_add_cancel, Real.exp_zero]
  -- left of both nuclei
  have e1 : EqOn (fun x => g x ^ 2) (fun x => p ^ 2 * exp (2 * x)) (Iio 0) := fun x hx => by
    simp only [h1 x hx, ep]
    ring
  have k1 : IntegrableOn (fun x => p ^ 2 * exp (2 * x)) (Iio 0) :=
    Integrable.const_mul
      ((integrableOn_exp_mul_Iic (a := 2) (by norm_num) 0).mono_set Iio_subset_Iic_self) _
  have i1 : IntegrableOn (fun x => g x ^ 2) (Iic 0) := by
    rw [integrableOn_Iic_iff_integrableOn_Iio]
    exact k1.congr_fun e1.symm measurableSet_Iio
  have v1 : ∫ x in Iic 0, g x ^ 2 = p ^ 2 / 2 := by
    rw [integral_Iic_eq_integral_Iio, setIntegral_congr_fun measurableSet_Iio e1,
      ← integral_Iic_eq_integral_Iio, integral_const_mul,
      integral_exp_mul_Iic (by norm_num), mul_zero, Real.exp_zero]
    ring
  -- between the nuclei, by the fundamental theorem of calculus
  have e2 : EqOn (fun x => g x ^ 2)
      (fun x => q ^ 2 * exp (-2 * x) + r ^ 2 * exp (2 * x) + 2 * q * r) (Ioo 0 R) :=
    fun x hx => by
      simp only [h2 x hx.1 hx.2, ep, em]
      linear_combination (2 * q * r) * hm x
  have hc : Continuous
      (fun x : ℝ => q ^ 2 * exp (-2 * x) + r ^ 2 * exp (2 * x) + 2 * q * r) := by fun_prop
  have d : ∀ x ∈ uIcc 0 R, HasDerivAt
      (fun y => -q ^ 2 / 2 * exp (-2 * y) + r ^ 2 / 2 * exp (2 * y) + 2 * q * r * y)
      (q ^ 2 * exp (-2 * x) + r ^ 2 * exp (2 * x) + 2 * q * r) x := fun x _ =>
    ((((((hasDerivAt_id' x).const_mul (-2 : ℝ)).exp).const_mul (-q ^ 2 / 2)).fun_add
      ((((hasDerivAt_id' x).const_mul (2 : ℝ)).exp).const_mul (r ^ 2 / 2))).fun_add
      ((hasDerivAt_id' x).const_mul (2 * q * r))).congr_deriv (by ring)
  have i2 : IntegrableOn (fun x => g x ^ 2) (Ioc 0 R) := by
    rw [integrableOn_Ioc_iff_integrableOn_Ioo]
    exact (hc.integrableOn_Ioc.mono_set Ioo_subset_Ioc_self).congr_fun e2.symm measurableSet_Ioo
  have v2 : ∫ x in Ioc 0 R, g x ^ 2 = q ^ 2 * (1 - exp (-R) ^ 2) / 2
      + r ^ 2 * (exp R ^ 2 - 1) / 2 + 2 * q * r * R := by
    rw [integral_Ioc_eq_integral_Ioo, setIntegral_congr_fun measurableSet_Ioo e2,
      ← integral_Ioc_eq_integral_Ioo, ← intervalIntegral.integral_of_le hR.le,
      intervalIntegral.integral_eq_sub_of_hasDerivAt d (hc.intervalIntegrable 0 R)]
    simp only [mul_zero, Real.exp_zero, ep, em]
    ring
  -- right of both nuclei
  have e3 : EqOn (fun x => g x ^ 2) (fun x => s ^ 2 * exp (-2 * x)) (Ioi R) := fun x hx => by
    simp only [h3 x hx, em]
    ring
  have k3 : IntegrableOn (fun x => s ^ 2 * exp (-2 * x)) (Ioi R) :=
    Integrable.const_mul (integrableOn_exp_mul_Ioi (a := -2) (by norm_num) R) _
  have i3 : IntegrableOn (fun x => g x ^ 2) (Ioi R) := k3.congr_fun e3.symm measurableSet_Ioi
  have v3 : ∫ x in Ioi R, g x ^ 2 = s ^ 2 * exp (-R) ^ 2 / 2 := by
    rw [setIntegral_congr_fun measurableSet_Ioi e3, integral_const_mul,
      integral_exp_mul_Ioi (by norm_num), em]
    ring
  -- the three regions together
  have hd : Disjoint (Ioc 0 R) (Ioi R) :=
    Set.disjoint_left.2 fun x hx hx' => not_lt_of_ge hx.2 hx'
  have i4 : IntegrableOn (fun x => g x ^ 2) (Ioi 0) := by
    rw [← Ioc_union_Ioi_eq_Ioi hR.le]
    exact i2.union i3
  constructor
  · rw [← integrableOn_univ, ← Iic_union_Ioi (a := (0 : ℝ))]
    exact i1.union i4
  · rw [← intervalIntegral.integral_Iic_add_Ioi i1 i4, ← Ioc_union_Ioi_eq_Ioi hR.le,
      setIntegral_union hd measurableSet_Ioi i2 i3, v1, v2, v3]
    ring
```

For $\psi$, the coefficients are $p=a+be^{-R}$, $q=a$, $r=be^{-R}$ and $s=a+be^R$. The final `linear_combination` simplifies the sum using $e^{-R}e^R=1$.

```lean
/-- The molecular orbital is square integrable, with its norm integral in closed form. -/
theorem norm_integral (a b : ℝ) {R : ℝ} (hR : 0 < R) :
    Integrable (fun x => molecular a b R x ^ 2) ∧
      ∫ x, molecular a b R x ^ 2 = a ^ 2 + b ^ 2 + 2 * a * b * ((1 + R) * exp (-R)) := by
  have h := integral_sq_regions (g := molecular a b R) (p := a + b * exp (-R)) (q := a)
    (r := b * exp (-R)) (s := a + b * exp R) hR
    (fun x hx => by
      rw [molecular, (orbital_left hx).1, (orbital_left (hx.trans hR)).1, neg_zero, Real.exp_zero]
      ring)
    (fun x hx hx' => by
      rw [molecular, (orbital_right hx).1, (orbital_left hx').1, Real.exp_zero]
      ring)
    (fun x hx => by
      rw [molecular, (orbital_right (hR.trans hx)).1, (orbital_right hx).1, Real.exp_zero]
      ring)
  have hm : exp (-R) * exp R = 1 := by rw [← Real.exp_add, neg_add_cancel, Real.exp_zero]
  refine ⟨h.1, h.2.trans ?_⟩
  linear_combination (b ^ 2 * (exp (-R) * exp R + 1) + a * b * exp (-R)) * hm
```

For $\psi'$, the signs of $q$ and $s$ are reversed. The local statement `d` says that the molecular slope is the same linear combination of the atomic slopes, wherever both exist.

```lean
/-- The slope of the molecular orbital is square integrable, with the integral of its square in
closed form. -/
theorem kinetic_integral (a b : ℝ) {R : ℝ} (hR : 0 < R) :
    Integrable (fun x => deriv (molecular a b R) x ^ 2) ∧
      ∫ x, deriv (molecular a b R) x ^ 2 =
        a ^ 2 + b ^ 2 + 2 * a * b * ((1 - R) * exp (-R)) := by
  have d : ∀ x u v, HasDerivAt (orbital 0) u x → HasDerivAt (orbital R) v x →
      deriv (molecular a b R) x = a * u + b * v := by
    intro x u v hu hv
    have h := (hu.const_mul a).fun_add (hv.const_mul b)
    exact h.deriv
  -- between the nuclei the two slopes have opposite signs
  have h := integral_sq_regions (g := deriv (molecular a b R)) (p := a + b * exp (-R)) (q := -a)
    (r := b * exp (-R)) (s := -(a + b * exp R)) hR
    (fun x hx => by
      rw [d x _ _ (orbital_left hx).2 (orbital_left (hx.trans hR)).2, neg_zero, Real.exp_zero]
      ring)
    (fun x hx hx' => by
      rw [d x _ _ (orbital_right hx).2 (orbital_left hx').2, Real.exp_zero]
      ring)
    (fun x hx => by
      rw [d x _ _ (orbital_right (hR.trans hx)).2 (orbital_right hx).2, Real.exp_zero]
      ring)
  have hm : exp (-R) * exp R = 1 := by rw [← Real.exp_add, neg_add_cancel, Real.exp_zero]
  refine ⟨h.1, h.2.trans ?_⟩
  linear_combination (b ^ 2 * (exp (-R) * exp R + 1) + a * b * exp (-R)) * hm
```

**Q:** You said that the norm is positive. With opposite signs, the cross term could cancel the rest.

**A:** It cannot at positive separation. Write $S=(1+R)e^{-R}$, the overlap of the two atomic orbitals. Multiplying $e^R-(1+R)>0$ by $e^{-R}$ gives $S<1$, and those are the factors handed to `nlinarith` here.

```lean
/-- At positive separation the quantity `(1 + R) exp (-R)` is below one. -/
theorem overlap_lt_one {R : ℝ} (hR : 0 < R) : (1 + R) * exp (-R) < 1 := by
  have hm : exp (-R) * exp R = 1 := by rw [← Real.exp_add, neg_add_cancel, Real.exp_zero]
  nlinarith [mul_pos (Real.exp_pos (-R)) (sub_pos.2 (Real.add_one_lt_exp hR.ne'))]
```

The norm can then be written as

$$a^2+b^2+2abS=(1-S)(a^2+b^2)+S(a+b)^2,$$

which is positive unless $a=b=0$.

**Q:** What is the reference value for "lowering"?

**A:** A single atomic orbital with the same exponent. Setting $b=0$ with $a\neq0$ makes both integrals $a^2$, so the ratio is one.

```lean
/-- A nonzero molecular orbital with no component on the second nucleus has kinetic ratio one, at
positive separation. -/
theorem one_centre {a R : ℝ} (ha : a ≠ 0) (hR : 0 < R) : kineticRatio a 0 R = 1 := by
  rw [kineticRatio, (kinetic_integral a 0 hR).2, (norm_integral a 0 hR).2]
  simp [ha]
```

**Q:** Now the general claim, in words.

**A:** For positive separation and coefficients that are not both zero, the kinetic ratio is below one if and only if the coefficients have the same sign. The hypothesis `hab` excludes the zero function, which is not a state. The proof establishes the positive norm by the decomposition above, clears the denominator with `div_lt_one`, and compares the two integrals. Only the interference term $4abRe^{-R}$ remains, and its sign is that of $ab$.

```lean
/-- At positive separation, the kinetic ratio of a nonzero molecular orbital is below one exactly
when its two coefficients have the same sign. -/
theorem kineticRatio_lt_one_iff {a b R : ℝ} (hab : a ≠ 0 ∨ b ≠ 0) (hR : 0 < R) :
    kineticRatio a b R < 1 ↔ 0 < a * b := by
  have hs : 0 < a ^ 2 + b ^ 2 := by
    rcases hab with h | h <;> positivity
  have hS : 0 < (1 + R) * exp (-R) := by positivity
  have hN : 0 < a ^ 2 + b ^ 2 + 2 * a * b * ((1 + R) * exp (-R)) := by
    nlinarith [mul_pos (sub_pos.2 (overlap_lt_one hR)) hs, mul_nonneg hS.le (sq_nonneg (a + b))]
  have hc : 0 < 4 * R * exp (-R) := by positivity
  rw [kineticRatio, (kinetic_integral a b hR).2, (norm_integral a b hR).2, div_lt_one hN]
  -- the two integrals differ only by the interference term
  constructor
  · intro h
    exact (mul_pos_iff_of_pos_right hc).1 (by linarith)
  · intro h
    linarith [mul_pos h hc]
```

**Q:** Does $R>0$ matter, or is it there for convenience?

**A:** It matters. At $R=0$ with $a=b=1$, the orbital is $2e^{-|x|}$. The coefficients have the same sign, yet the ratio is exactly one: two coincident functions are just one atomic orbital, rescaled.

**Q:** And the formula for the equal, in-phase sum?

**A:** The next theorem states both the closed form and the strict inequality. The inequality is the general criterion at $a=b=1$. The closed form comes from inserting the two integrals and cross-multiplying. The normalised orbital here is $\psi/\sqrt{2+2S}$.

```lean
/-- At positive separation, the in-phase sum of two atomic orbitals has the stated kinetic ratio,
and it is below one. -/
theorem bonding_ratio {R : ℝ} (hR : 0 < R) :
    kineticRatio 1 1 R = (1 + (1 - R) * exp (-R)) / (1 + (1 + R) * exp (-R)) ∧
      kineticRatio 1 1 R < 1 := by
  refine ⟨?_, (kineticRatio_lt_one_iff (Or.inl one_ne_zero) hR).2 (by norm_num)⟩
  rw [kineticRatio, (kinetic_integral 1 1 hR).2, (norm_integral 1 1 hR).2,
    div_eq_div_iff (by positivity) (by positivity)]
  ring
```

**Q:** If interference is responsible, reversing the phase should raise the ratio.

**A:** It does. For $a=1$, $b=-1$, the interference terms change sign:

$$\frac{\int\psi'^2}{\int\psi^2}=\frac{1-(1-R)e^{-R}}{1-(1+R)e^{-R}}>1.$$

The denominator is positive because $S<1$, and the numerator exceeds it by $2Re^{-R}$. At $R=1$ the ratio is $e/(e-2)\approx3.78$.

```lean
/-- At positive separation, the out-of-phase difference of two atomic orbitals has the stated
kinetic ratio, and it is above one. -/
theorem antibonding_ratio {R : ℝ} (hR : 0 < R) :
    kineticRatio 1 (-1) R = (1 - (1 - R) * exp (-R)) / (1 - (1 + R) * exp (-R)) ∧
      1 < kineticRatio 1 (-1) R := by
  have hp : 0 < 1 - (1 + R) * exp (-R) := sub_pos.2 (overlap_lt_one hR)
  have hN : (0 : ℝ) < 1 ^ 2 + (-1) ^ 2 + 2 * 1 * (-1) * ((1 + R) * exp (-R)) := by linarith
  have h : kineticRatio 1 (-1) R =
      (1 - (1 - R) * exp (-R)) / (1 - (1 + R) * exp (-R)) := by
    rw [kineticRatio, (kinetic_integral 1 (-1) hR).2, (norm_integral 1 (-1) hR).2,
      div_eq_div_iff hN.ne' hp.ne']
    ring
  refine ⟨h, ?_⟩
  rw [h, one_lt_div hp]
  linarith [mul_pos hR (Real.exp_pos (-R))]

end

end InterferenceKineticEnergy
```

```lean
#print axioms InterferenceKineticEnergy.one_centre
#print axioms InterferenceKineticEnergy.kineticRatio_lt_one_iff
#print axioms InterferenceKineticEnergy.bonding_ratio
#print axioms InterferenceKineticEnergy.antibonding_ratio
```

```
'InterferenceKineticEnergy.one_centre' depends on axioms: [propext, Classical.choice, Quot.sound]
'InterferenceKineticEnergy.kineticRatio_lt_one_iff' depends on axioms: [propext, Classical.choice, Quot.sound]
'InterferenceKineticEnergy.bonding_ratio' depends on axioms: [propext, Classical.choice, Quot.sound]
'InterferenceKineticEnergy.antibonding_ratio' depends on axioms: [propext, Classical.choice, Quot.sound]
```

**Q:** So you have explained the chemical bond?

**A:** No, only one contribution to it. There is no potential energy here, so nothing follows about the total energy, an equilibrium distance or the virial balance. The exponent is also fixed, so the atomic orbitals cannot contract or expand as the nuclei approach. What the result supplies for electronic structure is the kinetic effect of interference in a two-function orbital basis, for one electron in one dimension with equal, frozen exponents.
